# The least overlap eigenvalue of two or more even-tempered s Gaussians tends to zero as the exponent ratio tends to 1, at any common scale

When the overlap matrix of an even-tempered basis has an eigenvalue below a program's threshold, one possible response is to change a basis parameter. For normalised s Gaussians on a single centre, the problems below show that multiplying all exponents by a common factor does not help, and that a ratio close to 1 forces a small eigenvalue.

## Gaussians, overlaps and eigenvalues

```lean
import Mathlib

open Matrix MeasureTheory Filter Topology

namespace EvenTemperedDependence

noncomputable section
```

Let $g_\alpha(r)=(2\alpha/\pi)^{3/4}e^{-\alpha|r|^2}$ be the s Gaussian with exponent $\alpha>0$. Position space is `EuclideanSpace ℝ (Fin 3)`, and all functions are centred at the origin.

```lean
/-- The normalised s Gaussian on three-dimensional space with exponent `α > 0`. -/
def gaussian (α : ℝ) (r : EuclideanSpace ℝ (Fin 3)) : ℝ :=
  (2 * α / Real.pi) ^ (3 / 4 : ℝ) * Real.exp (-α * ‖r‖ ^ 2)
```

Write $S(\alpha,\beta)$ for the overlap, a Lebesgue integral over all space.

```lean
/-- The overlap integral of two s Gaussians with exponents `α, β > 0`. -/
def overlap (α β : ℝ) : ℝ := ∫ r, gaussian α r * gaussian β r
```

The basis has $M$ functions with exponents $ab^k$, $k=0,\dots,M-1$, where $a$ is the common scale and $b$ the ratio. Its overlap matrix $S$ has entries $S_{ij}=S(ab^i,ab^j)$, with indices starting at 0 as in `Fin M`.

```lean
/-- The overlap matrix of the even-tempered set with exponents `a b^k`, `k = 0, ..., M-1`. -/
def overlapMatrix (a b : ℝ) (M : ℕ) : Matrix (Fin M) (Fin M) ℝ :=
  Matrix.of fun i j => overlap (a * b ^ (i : ℕ)) (a * b ^ (j : ℕ))
```

A real number $\mu$ is an eigenvalue of $A$ if $Av=\mu v$ for some $v\neq0$. In Lean, `*ᵥ` applies a matrix to a vector and `⬝ᵥ` is the dot product.

```lean
/-- The set of real eigenvalues of a real square matrix. -/
def eigenvalueSet {n : Type*} [Fintype n] (A : Matrix n n ℝ) : Set ℝ :=
  {μ | ∃ v : n → ℝ, v ≠ 0 ∧ A *ᵥ v = μ • v}
```

The least eigenvalue $\lambda_{\min}(A)$ is defined as the infimum of this set; part (e) shows that it is attained for symmetric matrices of nonzero size.

```lean
/-- The least eigenvalue of a real symmetric matrix of nonzero size. -/
def leastEigenvalue {n : Type*} [Fintype n] (A : Matrix n n ℝ) : ℝ :=
  sInf (eigenvalueSet A)
```

## (a) Overlap in closed form

For $\alpha,\beta>0$, show that
$$S(\alpha,\beta)=\left(\frac{2\sqrt{\alpha\beta}}{\alpha+\beta}\right)^{3/2}.$$

The prefactors multiply to $(4\alpha\beta/\pi^2)^{3/4}=(2\sqrt{\alpha\beta}/\pi)^{3/2}$, which is `hnorm`. The exponentials multiply to $e^{-(\alpha+\beta)|r|^2}$ (`hprod`), whose integral is $(\pi/(\alpha+\beta))^{3/2}$ (`hint`). In the product of the two results, $\pi$ cancels.

```lean
/-- The overlap of two normalised s Gaussians with positive exponents, in closed form. -/
theorem overlap_eq {α β : ℝ} (hα : 0 < α) (hβ : 0 < β) :
    overlap α β = (2 * √(α * β) / (α + β)) ^ (3 / 2 : ℝ) := by
  have hπ := Real.pi_pos
  have hnorm : (2 * α / Real.pi) ^ (3 / 4 : ℝ) * (2 * β / Real.pi) ^ (3 / 4 : ℝ)
      = (2 * √(α * β) / Real.pi) ^ (3 / 2 : ℝ) := by
    rw [← Real.mul_rpow (by positivity) (by positivity)]
    have h : 2 * α / Real.pi * (2 * β / Real.pi)
        = (2 * √(α * β) / Real.pi) ^ (2 : ℝ) := by
      rw [Real.rpow_two, div_pow, mul_pow, Real.sq_sqrt (by positivity)]
      ring
    rw [h, ← Real.rpow_mul (by positivity)]
    norm_num
  -- the product of two concentric Gaussians is a Gaussian
  have hprod : ∀ r, gaussian α r * gaussian β r
      = (2 * √(α * β) / Real.pi) ^ (3 / 2 : ℝ) * Real.exp (-(α + β) * ‖r‖ ^ 2) := by
    intro r
    rw [← hnorm, show -(α + β) * ‖r‖ ^ 2 = -α * ‖r‖ ^ 2 + -β * ‖r‖ ^ 2 by ring,
      Real.exp_add]
    unfold gaussian
    ring
  have hint : ∫ r : EuclideanSpace ℝ (Fin 3), Real.exp (-(α + β) * ‖r‖ ^ 2)
      = (Real.pi / (α + β)) ^ (3 / 2 : ℝ) := by
    rw [GaussianFourier.integral_rexp_neg_mul_sq_norm (by positivity),
      finrank_euclideanSpace_fin]
    norm_num
  simp only [overlap, hprod]
  rw [integral_const_mul, hint, ← Real.mul_rpow (by positivity) (by positivity)]
  congr 1
  field_simp
```

## (b) A common factor in both exponents

For $c,\alpha,\beta>0$, show that $S(c\alpha,c\beta)=S(\alpha,\beta)$.

In (a), the numerator becomes $2\sqrt{c^2\alpha\beta}=2c\sqrt{\alpha\beta}$ and the denominator $c(\alpha+\beta)$, so $c$ cancels.

```lean
/-- Multiplying both positive exponents by the same `c > 0` leaves the overlap unchanged. -/
theorem overlap_scale {c α β : ℝ} (hc : 0 < c) (hα : 0 < α) (hβ : 0 < β) :
    overlap (c * α) (c * β) = overlap α β := by
  rw [overlap_eq (by positivity) (by positivity), overlap_eq hα hβ,
    show c * α * (c * β) = c ^ 2 * (α * β) by ring, Real.sqrt_mul (sq_nonneg c),
    Real.sqrt_sq hc.le]
  congr 1
  field_simp
```

## (c) The matrix does not contain the scale

For $a,b>0$, show that the overlap matrix at scale $a$ equals the one at scale 1:
$$S(ab^i,ab^j)=S(b^i,b^j)\quad\text{for all } i,j.$$

Apply (b) to each entry with $c=a$, $\alpha=b^i$, $\beta=b^j$.

```lean
/-- For `a, b > 0` the even-tempered overlap matrix does not depend on `a`. -/
theorem overlapMatrix_scale_free {a b : ℝ} (ha : 0 < a) (hb : 0 < b) (M : ℕ) :
    overlapMatrix a b M = overlapMatrix 1 b M := by
  ext i j
  simp only [overlapMatrix, Matrix.of_apply, one_mul]
  exact overlap_scale ha (by positivity) (by positivity)
```

## (d) Positive length

For a real vector $v\neq0$, show that $v\cdot v>0$.

The sum $\sum_i v_i^2$ has no negative term, and it vanishes only if every $v_i$ does.

```lean
private lemma dot_self_pos {n : Type*} [Fintype n] {v : n → ℝ} (hv : v ≠ 0) :
    0 < v ⬝ᵥ v :=
  lt_of_le_of_ne (Finset.sum_nonneg fun i _ => mul_self_nonneg (v i))
    fun h => hv (dotProduct_self_eq_zero.1 h.symm)
```

## (e) The Rayleigh-Ritz bound

For a real symmetric matrix $A$ of nonzero size, show that $\lambda_{\min}(A)$ is an eigenvalue and that, for every $x$,
$$\lambda_{\min}(A)\,x\cdot x\le x\cdot Ax.$$

Take an orthonormal eigenbasis $u_i$ with eigenvalues $\lambda_i$, let $\lambda_k$ be the smallest of them, and put $c_i=u_i\cdot x$. Then $x\cdot x=\sum_i c_i^2$. By symmetry $u_i\cdot Ax=\lambda_ic_i$, so
$$x\cdot Ax=\sum_i\lambda_ic_i^2\ge\lambda_k\sum_ic_i^2=\lambda_k\,x\cdot x.$$
This is `hR`. If $Av=\mu v$ with $v\ne0$, setting $x=v$ gives $\mu\,v\cdot v\ge\lambda_k\,v\cdot v$, and (d) permits division. Hence $\lambda_k$ is the least element of the eigenvalue set (`hL`) and equals its infimum.

```lean
/-- Rayleigh-Ritz principle: a real symmetric matrix of nonzero size attains its least
eigenvalue, and that eigenvalue bounds the quadratic form of every trial vector from below. -/
theorem rayleigh_ritz {n : Type*} [Fintype n] [DecidableEq n] [Nonempty n]
    {A : Matrix n n ℝ} (hA : A.IsSymm) :
    IsLeast (eigenvalueSet A) (leastEigenvalue A) ∧
      ∀ x : n → ℝ, leastEigenvalue A * (x ⬝ᵥ x) ≤ x ⬝ᵥ A *ᵥ x := by
  have hH : A.IsHermitian := by
    rw [Matrix.IsHermitian, Matrix.conjTranspose_eq_transpose_of_trivial]
    exact hA
  let u := hH.eigenvectorBasis
  obtain ⟨k, hk⟩ := Finite.exists_min hH.eigenvalues
  have hu : ∀ i, A *ᵥ (u i).ofLp = hH.eigenvalues i • (u i).ofLp :=
    fun i => hH.mulVec_eigenvectorBasis i
  have ip : ∀ p q : EuclideanSpace ℝ n, inner ℝ p q = p.ofLp ⬝ᵥ q.ofLp := by
    intro p q
    simp [PiLp.inner_apply, dotProduct, mul_comm]
  -- expand the quadratic form in the eigenbasis
  have hR : ∀ x : n → ℝ, hH.eigenvalues k * (x ⬝ᵥ x) ≤ x ⬝ᵥ A *ᵥ x := by
    intro x
    have hx : ∑ i, (x ⬝ᵥ (u i).ofLp) * ((u i).ofLp ⬝ᵥ x) = x ⬝ᵥ x := by
      simpa only [ip] using u.sum_inner_mul_inner (WithLp.toLp 2 x) (WithLp.toLp 2 x)
    have hAx : ∑ i, (x ⬝ᵥ (u i).ofLp) * ((u i).ofLp ⬝ᵥ A *ᵥ x) = x ⬝ᵥ A *ᵥ x := by
      simpa only [ip] using
        u.sum_inner_mul_inner (WithLp.toLp 2 x) (WithLp.toLp 2 (A *ᵥ x))
    rw [← hx, ← hAx, Finset.mul_sum]
    refine Finset.sum_le_sum fun i _ => ?_
    have hs : (u i).ofLp ⬝ᵥ A *ᵥ x = hH.eigenvalues i * ((u i).ofLp ⬝ᵥ x) := by
      rw [Matrix.dotProduct_mulVec, ← Matrix.mulVec_transpose, hA.eq, hu i,
        smul_dotProduct, smul_eq_mul]
    rw [hs, dotProduct_comm x]
    nlinarith [mul_le_mul_of_nonneg_right (hk i) (mul_self_nonneg ((u i).ofLp ⬝ᵥ x))]
  have hL : IsLeast (eigenvalueSet A) (hH.eigenvalues k) := by
    refine ⟨⟨(u k).ofLp, fun h => u.orthonormal.ne_zero k ?_, hu k⟩, ?_⟩
    · exact PiLp.ext fun j => by simpa using congrFun h j
    · rintro μ ⟨v, hv, he⟩
      have h := hR v
      rw [he, dotProduct_smul, smul_eq_mul] at h
      exact le_of_mul_le_mul_right h (dot_self_pos hv)
  have he : leastEigenvalue A = hH.eigenvalues k := hL.csInf_eq
  rw [he]
  exact ⟨hL, hR⟩
```

## (f) The difference of two basis functions as trial vector

Let $A$ be real symmetric with $A_{ii}=A_{jj}=1$ for some $i\neq j$. Show that
$$\lambda_{\min}(A)\le1-A_{ij}.$$

Let $e_i$ be the $i$-th unit vector and take $x=e_i-e_j$. Then $x\cdot x=2$ and $x\cdot Ax=2-2A_{ij}$. Insert both in (e) and divide by 2. The normalised trial vector $x/\sqrt2$ gives the value $1-A_{ij}$ directly.

```lean
/-- In any real symmetric matrix with unit diagonal entries at two different positions `i`
and `j`, the least eigenvalue is at most one minus the entry `A i j`. -/
theorem leastEigenvalue_le_one_sub {n : Type*} [Fintype n] [DecidableEq n]
    {A : Matrix n n ℝ} (hA : A.IsSymm) {i j : n} (hij : i ≠ j)
    (hi : A i i = 1) (hj : A j j = 1) : leastEigenvalue A ≤ 1 - A i j := by
  have : Nonempty n := ⟨i⟩
  -- trial vector: the difference of the two basis functions
  have h := (rayleigh_ritz hA).2 (Pi.single i 1 - Pi.single j 1)
  simp [Matrix.mulVec_sub, sub_dotProduct, dotProduct_sub, hij, hij.symm, hi, hj,
    hA.apply i j] at h
  linarith
```

## (g) Symmetry of the overlap matrix

Show that $S_{ij}=S_{ji}$.

The two integrands differ only in the order of their factors.

```lean
private lemma overlapMatrix_symm (a b : ℝ) (M : ℕ) : (overlapMatrix a b M).IsSymm :=
  Matrix.IsSymm.ext fun _ _ =>
    integral_congr_ae (Eventually.of_forall fun _ => mul_comm _ _)
```

## (h) Unit diagonal

For $a,b>0$, show that $S_{ii}=1$.

With $\alpha=\beta$, (a) gives $(2\alpha/2\alpha)^{3/2}=1$. This also confirms that the Gaussians are normalised.

```lean
private lemma overlapMatrix_diag {a b : ℝ} (ha : 0 < a) (hb : 0 < b) {M : ℕ} (i : Fin M) :
    overlapMatrix a b M i i = 1 := by
  have h : 0 < a * b ^ (i : ℕ) := by positivity
  change overlap (a * b ^ (i : ℕ)) (a * b ^ (i : ℕ)) = 1
  rw [overlap_eq h h, Real.sqrt_mul_self h.le, ← two_mul, div_self (by positivity),
    Real.one_rpow]
```

## (i) Neighbouring functions

For $a,b>0$ and $j=i+1$, show that
$$S_{ij}=\left(\frac{2\sqrt b}{1+b}\right)^{3/2}.$$

The exponents are $ab^i\cdot1$ and $ab^i\cdot b$. By (b) with $c=ab^i$ the overlap is $S(1,b)$, which (a) evaluates.

```lean
private lemma overlapMatrix_adjacent {a b : ℝ} (ha : 0 < a) (hb : 0 < b) {M : ℕ}
    (i j : Fin M) (h : (j : ℕ) = i + 1) :
    overlapMatrix a b M i j = (2 * √b / (1 + b)) ^ (3 / 2 : ℝ) := by
  have hs := overlap_scale (c := a * b ^ (i : ℕ)) (by positivity) one_pos hb
  rw [mul_one, overlap_eq one_pos hb, one_mul] at hs
  change overlap (a * b ^ (i : ℕ)) (a * b ^ (j : ℕ)) = _
  rw [h, pow_succ, ← mul_assoc, hs]
```

## (j) The quadratic form as an integral

For $a,b>0$ and real coefficients $x_i$, show that
$$x\cdot Sx=\int\Big(\sum_i x_i\,g_{ab^i}(r)\Big)^2dr.$$

Expand the square into $\sum_{ij}x_ix_j\,g_{ab^i}g_{ab^j}$ and integrate term by term. This needs each product to be integrable. Lean assigns the value 0 to the integral of a non-integrable function, whereas (a) gives a positive value, so `hint` follows by contradiction.

```lean
/-- For `a, b > 0` the quadratic form of the overlap matrix is the integral of the square of
the corresponding linear combination of Gaussians. -/
theorem overlap_form_eq {a b : ℝ} (ha : 0 < a) (hb : 0 < b) {M : ℕ} (x : Fin M → ℝ) :
    x ⬝ᵥ overlapMatrix a b M *ᵥ x
      = ∫ r, (∑ i, x i * gaussian (a * b ^ (i : ℕ)) r) ^ 2 := by
  have hint : ∀ i j : Fin M, Integrable fun r =>
      gaussian (a * b ^ (i : ℕ)) r * gaussian (a * b ^ (j : ℕ)) r := by
    intro i j
    have hi : 0 < a * b ^ (i : ℕ) := by positivity
    have hj : 0 < a * b ^ (j : ℕ) := by positivity
    by_contra h
    have h0 := overlap_eq hi hj
    rw [overlap, integral_undef h] at h0
    exact absurd h0 (ne_of_lt (by positivity))
  have hsq : ∀ r, (∑ i, x i * gaussian (a * b ^ (i : ℕ)) r) ^ 2 = ∑ i, ∑ j,
      x i * x j * (gaussian (a * b ^ (i : ℕ)) r * gaussian (a * b ^ (j : ℕ)) r) := by
    intro r
    rw [sq, Finset.sum_mul_sum]
    exact Finset.sum_congr rfl fun i _ => Finset.sum_congr rfl fun j _ => by ring
  simp only [hsq]
  rw [MeasureTheory.integral_finsetSum]
  · simp only [dotProduct, Matrix.mulVec, Finset.mul_sum]
    refine Finset.sum_congr rfl fun i _ => ?_
    rw [MeasureTheory.integral_finsetSum]
    · refine Finset.sum_congr rfl fun j _ => ?_
      rw [integral_const_mul]
      simp only [overlapMatrix, overlap, Matrix.of_apply]
      ring
    · exact fun j _ => (hint i j).const_mul _
  · exact fun i _ => MeasureTheory.integrable_finsetSum _ fun j _ => (hint i j).const_mul _
```

## (k) Bounds on the least eigenvalue

For $a,b>0$ and $M\ge2$, show that
$$0\le\lambda_{\min}(S)\le1-\left(\frac{2\sqrt b}{1+b}\right)^{3/2}.$$

By (e) there is an eigenvector $v\ne0$ for $\lambda_{\min}$. By (j), $\lambda_{\min}\,v\cdot v=v\cdot Sv$ is the integral of a square, so $\lambda_{\min}\ge0$. For the upper bound, use (f) with functions 0 and 1; (g) and (h) supply its hypotheses and (i) the entry. A single function has the eigenvalue 1 and violates the upper bound, hence the condition on $M$.

```lean
/-- For `a, b > 0` and at least two functions, the least overlap eigenvalue is nonnegative
and at most one minus the overlap of neighbouring Gaussians, whatever the value of `a`. -/
theorem leastEigenvalue_bounds {a b : ℝ} (ha : 0 < a) (hb : 0 < b) {M : ℕ} (hM : 2 ≤ M) :
    0 ≤ leastEigenvalue (overlapMatrix a b M) ∧
      leastEigenvalue (overlapMatrix a b M) ≤ 1 - (2 * √b / (1 + b)) ^ (3 / 2 : ℝ) := by
  let i : Fin M := ⟨0, by omega⟩
  let j : Fin M := ⟨1, by omega⟩
  have : Nonempty (Fin M) := ⟨i⟩
  constructor
  · obtain ⟨v, hv, he⟩ := (rayleigh_ritz (overlapMatrix_symm a b M)).1.1
    have h := overlap_form_eq ha hb v
    rw [he, dotProduct_smul, smul_eq_mul] at h
    have h0 : 0 ≤ leastEigenvalue (overlapMatrix a b M) * (v ⬝ᵥ v) := by
      rw [h]
      exact integral_nonneg fun r => sq_nonneg _
    exact nonneg_of_mul_nonneg_left h0 (dot_self_pos hv)
  · have hij : i ≠ j := fun h => absurd (congrArg Fin.val h) (by simp [i, j])
    rw [← overlapMatrix_adjacent ha hb i j rfl]
    exact leastEigenvalue_le_one_sub (overlapMatrix_symm a b M) hij
      (overlapMatrix_diag ha hb i) (overlapMatrix_diag ha hb j)
```

## (l) The limit of equal exponents

Fix $M\ge2$ and choose any $a(b)>0$ for each $b>1$. Show that
$$\lambda_{\min}(S)\to0\quad\text{as } b\to1^+.$$

The upper bound in (k) is continuous at $b=1$, where it equals $1-1=0$, and it does not contain $a$. The eigenvalue is squeezed between 0 and this bound. In Lean, `𝓝[>] 1` expresses the approach from above, and the function `a : ℝ → ℝ` needs no continuity.

The theorem concerns one common factor for all exponents. It says nothing about exponents varied individually, other angular momenta or several centres.

```lean
/-- For at least two functions the least overlap eigenvalue tends to zero as `b` tends to 1
from above, even when a new positive `a` is chosen for every `b`. -/
theorem rescaling_cannot_cure {M : ℕ} (hM : 2 ≤ M) (a : ℝ → ℝ) (ha : ∀ b, 1 < b → 0 < a b) :
    Tendsto (fun b => leastEigenvalue (overlapMatrix (a b) b M)) (𝓝[>] 1) (𝓝 0) := by
  have hc : ContinuousAt (fun b : ℝ => 1 - (2 * √b / (1 + b)) ^ (3 / 2 : ℝ)) 1 := by
    refine continuousAt_const.sub (ContinuousAt.rpow_const ?_ (Or.inr (by norm_num)))
    exact (continuousAt_const.mul Real.continuous_sqrt.continuousAt).div
      (continuousAt_const.add continuousAt_id) (by norm_num)
  have hlim : Tendsto (fun b : ℝ => 1 - (2 * √b / (1 + b)) ^ (3 / 2 : ℝ))
      (𝓝[>] 1) (𝓝 0) := by
    have h1 : (1 : ℝ) - (2 * √1 / (1 + 1)) ^ (3 / 2 : ℝ) = 0 := by
      rw [Real.sqrt_one, show (2 * 1 / (1 + 1) : ℝ) = 1 by norm_num, Real.one_rpow, sub_self]
    have h := hc.tendsto
    rw [h1] at h
    exact h.mono_left nhdsWithin_le_nhds
  -- squeeze between zero and the bound, which does not contain `a`
  refine tendsto_of_tendsto_of_tendsto_of_le_of_le' tendsto_const_nhds hlim ?_ ?_
  · filter_upwards [self_mem_nhdsWithin] with b hb
    exact (leastEigenvalue_bounds (ha b hb) (zero_lt_one.trans hb) hM).1
  · filter_upwards [self_mem_nhdsWithin] with b hb
    exact (leastEigenvalue_bounds (ha b hb) (zero_lt_one.trans hb) hM).2
```

## (m) Two functions

For $M=2$ and $a,b>0$, show that the upper bound is attained:
$$\lambda_{\min}(S)=1-\left(\frac{2\sqrt b}{1+b}\right)^{3/2}.$$

Write $s>0$ for the overlap and $\mu$ for $\lambda_{\min}$, with eigenvector $v=(v_0,v_1)\neq0$. The eigenvalue equations are $v_0+sv_1=\mu v_0$ and $sv_0+v_1=\mu v_1$. Their sum and difference are
$$(1+s-\mu)(v_0+v_1)=0,\qquad(1-s-\mu)(v_0-v_1)=0.$$
If $\mu<1-s$, both first factors are positive, so $v_0+v_1=v_0-v_1=0$ (`hp` and `hm`) and $v=0$, a contradiction. Hence $\mu\ge1-s$, and (k) gives the reverse inequality.

```lean
/-- For two Gaussians with exponents `a` and `a b`, where `a, b > 0`, the least overlap
eigenvalue equals one minus their overlap. -/
theorem leastEigenvalue_two {a b : ℝ} (ha : 0 < a) (hb : 0 < b) :
    leastEigenvalue (overlapMatrix a b 2) = 1 - (2 * √b / (1 + b)) ^ (3 / 2 : ℝ) := by
  refine le_antisymm (leastEigenvalue_bounds ha hb le_rfl).2 ?_
  obtain ⟨v, hv, he⟩ := (rayleigh_ritz (overlapMatrix_symm a b 2)).1.1
  have h01 := overlapMatrix_adjacent ha hb (0 : Fin 2) 1 rfl
  have h10 := (overlapMatrix_symm a b 2).apply 0 1
  have hs : 0 < (2 * √b / (1 + b)) ^ (3 / 2 : ℝ) := by positivity
  have e0 := congrFun he 0
  have e1 := congrFun he 1
  simp only [Matrix.mulVec, dotProduct, Fin.sum_univ_two, Pi.smul_apply, smul_eq_mul,
    h10, h01, overlapMatrix_diag ha hb] at e0 e1
  generalize (2 * √b / (1 + b)) ^ (3 / 2 : ℝ) = s at *
  generalize leastEigenvalue (overlapMatrix a b 2) = μ at *
  by_contra hlt
  have hμ : μ < 1 - s := not_le.1 hlt
  -- below `1 - s` both the even and the odd combination must vanish
  have hp : v 0 + v 1 = 0 := by
    have h : (1 + s - μ) * (v 0 + v 1) = 0 := by linear_combination e0 + e1
    exact (mul_eq_zero.1 h).resolve_left (by linarith)
  have hm : v 0 - v 1 = 0 := by
    have h : (1 - s - μ) * (v 0 - v 1) = 0 := by linear_combination e0 - e1
    exact (mul_eq_zero.1 h).resolve_left (by linarith)
  apply hv
  ext i
  fin_cases i
  · change v 0 = 0
    linarith
  · change v 1 = 0
    linarith

end

end EvenTemperedDependence
```

```lean
#print axioms EvenTemperedDependence.overlapMatrix_scale_free
#print axioms EvenTemperedDependence.rescaling_cannot_cure
#print axioms EvenTemperedDependence.leastEigenvalue_two
```

```
'EvenTemperedDependence.overlapMatrix_scale_free' depends on axioms: [propext, Classical.choice, Quot.sound]
'EvenTemperedDependence.rescaling_cannot_cure' depends on axioms: [propext, Classical.choice, Quot.sound]
'EvenTemperedDependence.leastEigenvalue_two' depends on axioms: [propext, Classical.choice, Quot.sound]
```
